# The sum of plane-wave phases over all wavevectors of a finite periodic grid vanishes unless two points coincide

On a one-dimensional periodic grid of `N` points, with `N` nonzero, points and wavevectors are both labelled by integers modulo `N`, and `ZMod.stdAddChar` sends `j` to the phase exp(2πi`j`/`N`). The theorem takes the product of the phases for `(K - G) * x` and `(H - K) * y` and sums it over every wavevector `K`. The result is zero when `x` and `y` differ, and `N` times the phase for `(H - G) * x` when they coincide; the waves are unnormalised, and dividing the sum by `N` would leave the phase alone in the second case. The attempt splits off the part of the phase that depends on `K`, evaluates the remaining sum with `AddChar.sum_mulShift`, and treats equal and distinct points separately.

An attempt in Lean 4 with a fault in it:

```lean
import Mathlib

open Finset

namespace PlaneWaveOrthogonality

noncomputable section

variable {N : ℕ} [NeZero N]

/-- Orthogonality of plane waves: the sum over the intermediate reciprocal vector `K`
vanishes unless the two points `x` and `y` coincide. -/
theorem planeWave_orthogonality (G H x y : ZMod N) :
    ∑ K : ZMod N, (ZMod.stdAddChar ((K - G) * x) * ZMod.stdAddChar ((H - K) * y) : ℂ) =
      if x = y then (N : ℂ) * ZMod.stdAddChar ((H - G) * x) else 0 := by
  -- separate the part of the phase that depends on `K`
  have h : ∀ K : ZMod N,
      (ZMod.stdAddChar ((K - G) * x) * ZMod.stdAddChar ((H - K) * y) : ℂ) =
        ZMod.stdAddChar (H * y - G * x) * ZMod.stdAddChar (K * (x - y)) := by
    intro K
    rw [← AddChar.map_add_eq_mul, ← AddChar.map_add_eq_mul]
    congr 1
    ring
  rw [Finset.sum_congr rfl fun K _ => h K, ← Finset.mul_sum,
    AddChar.sum_mulShift (x - y) (ZMod.isPrimitive_stdAddChar N)]
  by_cases hxy : x = y
  · subst hxy
    simp [ZMod.card, sub_mul, mul_comm]
  · simp [hxy, sub_eq_zero]

end

end PlaneWaveOrthogonality
```

Messages:

```
Main.lean:27:2: error: unsolved goals
case pos
N : ℕ
inst✝ : NeZero N
G H x : ZMod N
h :
  ∀ (K : ZMod N),
    ZMod.stdAddChar ((K - G) * x) * ZMod.stdAddChar ((H - K) * x) =
      ZMod.stdAddChar (H * x - G * x) * ZMod.stdAddChar (K * (x - x))
⊢ ZMod.stdAddChar (H * x - G * x) = ZMod.stdAddChar (x * (H - G)) ∨ N = 0
Main.lean:28:21: warning: This simp argument is unused:
  sub_mul

Hint: Omit it from the simp argument list.
  [apply] simp [ZMod.card, mul_comm]

Note: This linter can be disabled with `set_option linter.unusedSimpArgs false`
```

The repair, with which the file compiles:

```diff
@@ -26,5 +26,7 @@
   by_cases hxy : x = y
   · subst hxy
-    simp [ZMod.card, sub_mul, mul_comm]
+    have hp : H * x - G * x = (H - G) * x := by ring
+    rw [hp]
+    simp [ZMod.card, mul_comm]
   · simp [hxy, sub_eq_zero]
 
```

Cause. The error is in the case `x = y`. `simp` has reduced the goal to an equality of two phases, or `N = 0`, the alternative that comes from cancelling the common factor `N`. The two phases have equal arguments, but one is written `H * x - G * x` and the other `x * (H - G)`.

`sub_mul` was meant to expand the product, but it needs the difference on the left, as in `(H - G) * x`. `mul_comm` had turned that product round, so `sub_mul` no longer matched, which is why the warning reports it unused.

The repair proves `hp` by `ring` and rewrites the left-hand phase with it, so that both arguments are `(H - G) * x` before `simp` starts. Any reordering by `mul_comm` then affects both alike, and `simp` closes the goal. With the arguments already matched, `sub_mul` has no work to do, and dropping it is tidying.
